# For a two-level ground state, the limits of vanishing field and vanishing tunnelling do not commute

## Does the order of the limits matter for two coupled wells?

Should "the ground state" at each field and tunnelling amplitude mean one chosen eigenvector formula, or any normalised state of least energy? I would like the second reading, so that no phase convention can influence the answer. My Hamiltonian is

$$H=\begin{pmatrix}-h&-d\\-d&h\end{pmatrix},\qquad h,d>0,$$

where $h$ is a bias between two wells and $d$ is the tunnelling amplitude. I expect the ground-state value of $\mathrm{diag}(1,-1)$ to be $h/\sqrt{h^2+d^2}$. Removing $d$ first and then $h$ should give 1, and the opposite order should give 0. Can this be made rigorous and machine-checked?

## Any minimiser has the same order parameter

Yes. Take a ground state to be any normalised vector in $\mathbb C^2$ that minimises the energy expectation, and allow an arbitrary choice of such a vector at each $(h,d)$. The order parameter is the expectation of $\mathrm{diag}(1,-1)$. At given $h,d>0$ it turns out to be the same for every ground state.

Write the state as $\psi=(\psi_0,\psi_1)$ with $|\psi_0|^2+|\psi_1|^2=1$, and set

$$z=|\psi_0|^2-|\psi_1|^2,\qquad x=2\,\mathrm{Re}(\psi_0^*\psi_1).$$

These are the expectations of $\mathrm{diag}(1,-1)$ and of the operator that exchanges the wells. Expanding $\langle\psi|H|\psi\rangle$ gives the energy $-hz-dx$. Normalisation restricts the pair $(z,x)$ to the unit disc, because

$$1-z^2-x^2=4|\psi_0|^2|\psi_1|^2-4\,[\mathrm{Re}(\psi_0^*\psi_1)]^2=4\,[\mathrm{Im}(\psi_0^*\psi_1)]^2\ge 0.$$

Let $E=\sqrt{h^2+d^2}$. Then

$$(hz+dx)^2+(hx-dz)^2=E^2(z^2+x^2)\le E^2,$$

so $hz+dx\le E$ and the energy is at least $-E$.

The bound is attained by the vector

$$\frac{1}{N}\begin{pmatrix}E+h\\d\end{pmatrix},\qquad N^2=2E(E+h).$$

It is normalised, since $(E+h)^2+d^2=2E^2+2Eh=N^2$. Its expectations are

$$z=\frac{(E+h)^2-d^2}{N^2}=\frac{2h(E+h)}{N^2}=\frac hE,\qquad x=\frac{2d(E+h)}{N^2}=\frac dE,$$

so its energy is $-(h^2+d^2)/E=-E$.

Every ground state therefore has $hz+dx=E$, and

$$(Ez-h)^2+(Ex-d)^2=E^2(z^2+x^2)-2E(hz+dx)+E^2\le E^2-2E^2+E^2=0.$$

Both squares vanish, which gives $z=h/E$.

At fixed $h>0$, letting $d\to0^+$ gives $h/\sqrt{h^2}=1$, and this constant stays 1 as $h\to0^+$. At fixed $d>0$, letting $h\to0^+$ gives $0/d=0$, and this constant stays 0 as $d\to0^+$.

For numbers, take $h=3$ and $d=4$. Then $E=5$ and a normalised ground state is $(2,1)/\sqrt5$. Indeed $H(2,1)^T=(-10,-5)^T=-5\,(2,1)^T$, and the order parameter is $(4-1)/5=3/5$. Dividing both parameters by 100 leaves this value unchanged.

## How the Lean definitions express the physics

A state is a function `Fin 2 → ℂ`, and `star ψ ⬝ᵥ ψ = 1` is its normalisation. The matrices `sz` and `sx` are the order parameter and the exchange of the wells. The function `expect` takes the real part of $\langle\psi|A|\psi\rangle$, which loses nothing for the Hermitian matrices used here. `IsGroundState` is the variational definition, with competition from all normalised complex vectors.

`IteratedLimit f a` says that the inner limit of `f x y` as $y\to0^+$ exists for every $x>0$, and that the resulting function of $x$ tends to `a` as $x\to0^+$. The filter `𝓝[>] 0` approaches zero through positive values only, so the fully degenerate point $h=d=0$ is never used.

The main theorem, `limits_do_not_commute`, takes any family `ψ h d` that consists of ground states whenever both parameters are positive. Continuity of the family is not assumed. `groundState_spec` shows that such families exist.

The order of the arguments needs care. The first argument of `f` is the outer variable, so the second limit is written with `fun d h`. Using `fun h d` in both places would claim that one and the same iterated limit is both 1 and 0.

Three further theorems concern single ground states:

- `order_parameter` gives $h/\sqrt{h^2+d^2}$ for every real $h$ and every $d>0$.
- `no_symmetry_breaking` gives zero at $h=0$, for every $d>0$.
- `order_parameter_on_ray` treats $(h,d)=t(c,s)$ with $c^2+s^2=1$ and $s,t>0$. The value is $c$ at every scale $t$, so what is approached at the origin depends on the direction.

The model has two levels, zero temperature and a prescribed $d$. In a large system with two symmetry-related wells, an effective tunnelling amplitude that shrinks with size could play the part of $d$, but no such dependence is derived here. For simulations that reduce to this two-level model, the expectation of $\mathrm{diag}(1,-1)$ in a zero-field ground state is zero for every $d>0$, however small, while a positive field much larger than $d$ gives a value near 1. The zero is an average over the two wells: a single measurement of $\mathrm{diag}(1,-1)$ gives $1$ or $-1$, in this state with equal probability.

```lean
import Mathlib

open Matrix Filter Topology

namespace TwoLevelSymmetryBreaking

noncomputable section

/-- The order parameter diag(1,-1), which distinguishes the two wells. -/
def sz : Matrix (Fin 2) (Fin 2) ℂ := !![1, 0; 0, -1]

/-- The operator that exchanges the two wells. -/
def sx : Matrix (Fin 2) (Fin 2) ℂ := !![0, 1; 1, 0]

/-- The two-level Hamiltonian with symmetry-breaking field `h` and tunnelling amplitude `d`. -/
def hamiltonian (h d : ℝ) : Matrix (Fin 2) (Fin 2) ℂ :=
  !![-(h : ℂ), -(d : ℂ); -(d : ℂ), (h : ℂ)]

/-- The real part of the expectation value of `A` in the state `ψ`. -/
def expect (A : Matrix (Fin 2) (Fin 2) ℂ) (ψ : Fin 2 → ℂ) : ℝ :=
  (star ψ ⬝ᵥ A *ᵥ ψ).re

/-- A ground state is a normalised state of least energy among all normalised states. -/
def IsGroundState (H : Matrix (Fin 2) (Fin 2) ℂ) (ψ : Fin 2 → ℂ) : Prop :=
  star ψ ⬝ᵥ ψ = 1 ∧ ∀ φ : Fin 2 → ℂ, star φ ⬝ᵥ φ = 1 → expect H ψ ≤ expect H φ

/-- The iterated limit of `f x y`, first `y → 0+` at fixed `x > 0`, then `x → 0+`, is `a`. -/
def IteratedLimit (f : ℝ → ℝ → ℝ) (a : ℝ) : Prop :=
  ∃ L : ℝ → ℝ, (∀ x, 0 < x → Tendsto (f x) (𝓝[>] 0) (𝓝 (L x))) ∧
    Tendsto L (𝓝[>] 0) (𝓝 a)

/-- An explicit state vector with real amplitudes, built from the field and the tunnelling. -/
def groundState (h d : ℝ) : Fin 2 → ℂ :=
  let E := Real.sqrt (h ^ 2 + d ^ 2)
  let N := Real.sqrt (2 * E * (E + h))
  ![(((E + h) / N : ℝ) : ℂ), ((d / N : ℝ) : ℂ)]

/-- The energy is the sum of a field term and a tunnelling term. -/
theorem energy_eq (h d : ℝ) (ψ : Fin 2 → ℂ) :
    expect (hamiltonian h d) ψ = -h * expect sz ψ - d * expect sx ψ := by
  simp [expect, hamiltonian, sz, sx, Matrix.mulVec, dotProduct, Fin.sum_univ_two]
  ring

/-- In a normalised state the expectations of `sz` and `sx` lie in the unit disc. -/
theorem bloch_disc (ψ : Fin 2 → ℂ) (hψ : star ψ ⬝ᵥ ψ = 1) :
    expect sz ψ ^ 2 + expect sx ψ ^ 2 ≤ 1 := by
  have hz : expect sz ψ =
      (ψ 0).re ^ 2 + (ψ 0).im ^ 2 - (ψ 1).re ^ 2 - (ψ 1).im ^ 2 := by
    simp [expect, sz, Matrix.mulVec, dotProduct, Fin.sum_univ_two]
    ring
  have hx : expect sx ψ = 2 * ((ψ 0).re * (ψ 1).re + (ψ 0).im * (ψ 1).im) := by
    simp [expect, sx, Matrix.mulVec, dotProduct, Fin.sum_univ_two]
    ring
  have hn : (star ψ ⬝ᵥ ψ).re =
      (ψ 0).re ^ 2 + (ψ 0).im ^ 2 + (ψ 1).re ^ 2 + (ψ 1).im ^ 2 := by
    simp [dotProduct, Fin.sum_univ_two]
    ring
  rw [hψ, Complex.one_re] at hn
  have hsq : ((ψ 0).re ^ 2 + (ψ 0).im ^ 2 + (ψ 1).re ^ 2 + (ψ 1).im ^ 2) ^ 2 = 1 := by
    rw [← hn]; norm_num
  rw [hz, hx]
  -- the deficit is four times a perfect square
  linarith [sq_nonneg ((ψ 0).re * (ψ 1).im - (ψ 0).im * (ψ 1).re),
    show ((ψ 0).re ^ 2 + (ψ 0).im ^ 2 - (ψ 1).re ^ 2 - (ψ 1).im ^ 2) ^ 2 +
      (2 * ((ψ 0).re * (ψ 1).re + (ψ 0).im * (ψ 1).im)) ^ 2 =
      ((ψ 0).re ^ 2 + (ψ 0).im ^ 2 + (ψ 1).re ^ 2 + (ψ 1).im ^ 2) ^ 2 -
      4 * ((ψ 0).re * (ψ 1).im - (ψ 0).im * (ψ 1).re) ^ 2 by ring]

/-- No normalised state has energy below `-√(h² + d²)`. -/
theorem energy_lower_bound (h d : ℝ) (φ : Fin 2 → ℂ) (hφ : star φ ⬝ᵥ φ = 1) :
    -Real.sqrt (h ^ 2 + d ^ 2) ≤ expect (hamiltonian h d) φ := by
  have hb := bloch_disc φ hφ
  rw [energy_eq]
  set z := expect sz φ
  set x := expect sx φ
  have hs : (h * z + d * x) ^ 2 ≤ h ^ 2 + d ^ 2 := by
    have h1 := mul_nonneg (add_nonneg (sq_nonneg h) (sq_nonneg d)) (sub_nonneg.2 hb)
    linarith [sq_nonneg (h * x - d * z),
      show (h ^ 2 + d ^ 2) * (1 - (z ^ 2 + x ^ 2)) =
        h ^ 2 + d ^ 2 - (h * z + d * x) ^ 2 - (h * x - d * z) ^ 2 by ring]
  have h2 := Real.abs_le_sqrt hs
  linarith [le_abs_self (h * z + d * x)]

/-- For nonzero tunnelling `d > 0` the explicit state is a ground state, with energy
`-√(h² + d²)`. -/
theorem groundState_spec (h d : ℝ) (hd : 0 < d) :
    IsGroundState (hamiltonian h d) (groundState h d) ∧
      expect (hamiltonian h d) (groundState h d) = -Real.sqrt (h ^ 2 + d ^ 2) := by
  have real_energy : ∀ a b : ℝ, expect (hamiltonian h d) ![(a : ℂ), (b : ℂ)] =
      -(h * (a ^ 2 - b ^ 2) + 2 * d * a * b) := by
    intro a b
    simp [expect, hamiltonian, Matrix.mulVec, dotProduct, Fin.sum_univ_two]
    ring
  have real_norm : ∀ a b : ℝ, a ^ 2 + b ^ 2 = 1 →
      star ![(a : ℂ), (b : ℂ)] ⬝ᵥ ![(a : ℂ), (b : ℂ)] = 1 := by
    intro a b hab
    have hc : (a : ℂ) * a + (b : ℂ) * b = 1 := by
      exact_mod_cast (show a * a + b * b = 1 by linarith [hab, sq a, sq b])
    simpa [dotProduct, Fin.sum_univ_two] using hc
  have hpos : 0 < h ^ 2 + d ^ 2 := by positivity
  have hlow := energy_lower_bound h d
  unfold groundState
  dsimp only
  have hE0 := Real.sqrt_pos.2 hpos
  have hE := Real.sq_sqrt hpos.le
  set E := Real.sqrt (h ^ 2 + d ^ 2)
  have hEh : 0 < E + h := by
    by_contra hc
    have h1 : 0 ≤ -h - E := by linarith
    have h2 : 0 ≤ E - h := by linarith
    nlinarith [mul_nonneg h1 h2, pow_pos hd 2]
  have hP : 0 < 2 * E * (E + h) := by positivity
  have hN0 := Real.sqrt_pos.2 hP
  have hN := Real.sq_sqrt hP.le
  set N := Real.sqrt (2 * E * (E + h))
  have ha : (E + h) / N * N = E + h := div_mul_cancel₀ _ hN0.ne'
  have hb : d / N * N = d := div_mul_cancel₀ _ hN0.ne'
  generalize (E + h) / N = a at *
  generalize d / N = b at *
  have hN2 : N ^ 2 ≠ 0 := pow_ne_zero 2 hN0.ne'
  have hab : a ^ 2 + b ^ 2 = 1 := by
    apply mul_left_cancel₀ hN2
    linear_combination (a * N + E + h) * ha + (b * N + d) * hb - hN - hE
  have hen : h * (a ^ 2 - b ^ 2) + 2 * d * a * b = E := by
    apply mul_left_cancel₀ hN2
    linear_combination h * (a * N + E + h) * ha - h * (b * N + d) * hb +
      2 * d * (b * N * ha + (E + h) * hb) - E * hN - (2 * E + h) * hE
  have he : expect (hamiltonian h d) ![(a : ℂ), (b : ℂ)] = -E := by
    rw [real_energy, hen]
  exact ⟨⟨real_norm a b hab, fun φ hφ => he.le.trans (hlow φ hφ)⟩, he⟩

/-- For `d > 0` every ground state has order parameter `h / √(h² + d²)`. -/
theorem order_parameter (h d : ℝ) (hd : 0 < d) (ψ : Fin 2 → ℂ)
    (hψ : IsGroundState (hamiltonian h d) ψ) :
    expect sz ψ = h / Real.sqrt (h ^ 2 + d ^ 2) := by
  obtain ⟨hg, he⟩ := groundState_spec h d hd
  have hmin := hψ.2 _ hg.1
  rw [he, energy_eq] at hmin
  have hb := bloch_disc ψ hψ.1
  have hpos : 0 < h ^ 2 + d ^ 2 := by positivity
  have hE0 := Real.sqrt_pos.2 hpos
  have hE := Real.sq_sqrt hpos.le
  set E := Real.sqrt (h ^ 2 + d ^ 2)
  set z := expect sz ψ
  set x := expect sx ψ
  -- minimal energy forces (z, x) to be parallel to (h, d)
  have hs : (E * z - h) ^ 2 ≤ 0 := by
    have h1 := mul_nonneg (sq_nonneg E) (sub_nonneg.2 hb)
    have h2 := mul_nonneg hE0.le (show 0 ≤ h * z + d * x - E by linarith)
    nlinarith [sq_nonneg (E * x - d)]
  have h0 : E * z - h = 0 := by nlinarith [sq_nonneg (E * z - h)]
  rw [eq_div_iff hE0.ne']
  linarith

/-- Without a field, every ground state at `d > 0` has zero order parameter. -/
theorem no_symmetry_breaking (d : ℝ) (hd : 0 < d) (ψ : Fin 2 → ℂ)
    (hψ : IsGroundState (hamiltonian 0 d) ψ) : expect sz ψ = 0 := by
  rw [order_parameter 0 d hd ψ hψ, zero_div]

/-- For any choice of ground states, removing the tunnelling first and then the field gives
order parameter 1, while removing the field first and then the tunnelling gives 0. -/
theorem limits_do_not_commute (ψ : ℝ → ℝ → Fin 2 → ℂ)
    (hψ : ∀ h d, 0 < h → 0 < d → IsGroundState (hamiltonian h d) (ψ h d)) :
    IteratedLimit (fun h d => expect sz (ψ h d)) 1 ∧
      IteratedLimit (fun d h => expect sz (ψ h d)) 0 := by
  refine ⟨⟨fun _ => 1, fun h hh => ?_, tendsto_const_nhds⟩,
    ⟨fun _ => 0, fun d hd => ?_, tendsto_const_nhds⟩⟩
  · have hc : ContinuousAt (fun d : ℝ => h / Real.sqrt (h ^ 2 + d ^ 2)) 0 :=
      ContinuousAt.div continuousAt_const (by fun_prop)
        (Real.sqrt_pos.2 (by positivity)).ne'
    have t : Tendsto (fun d : ℝ => h / Real.sqrt (h ^ 2 + d ^ 2)) (𝓝[>] 0)
        (𝓝 (h / Real.sqrt (h ^ 2 + (0 : ℝ) ^ 2))) :=
      hc.tendsto.mono_left nhdsWithin_le_nhds
    rw [show h ^ 2 + (0 : ℝ) ^ 2 = h ^ 2 by ring, Real.sqrt_sq hh.le,
      div_self hh.ne'] at t
    refine t.congr' ?_
    filter_upwards [self_mem_nhdsWithin] with d hd
    exact (order_parameter h d hd _ (hψ h d hh hd)).symm
  · have hc : ContinuousAt (fun h : ℝ => h / Real.sqrt (h ^ 2 + d ^ 2)) 0 :=
      ContinuousAt.div continuousAt_id (by fun_prop)
        (Real.sqrt_pos.2 (by positivity)).ne'
    have t : Tendsto (fun h : ℝ => h / Real.sqrt (h ^ 2 + d ^ 2)) (𝓝[>] 0)
        (𝓝 ((0 : ℝ) / Real.sqrt ((0 : ℝ) ^ 2 + d ^ 2))) :=
      hc.tendsto.mono_left nhdsWithin_le_nhds
    rw [zero_div] at t
    refine t.congr' ?_
    filter_upwards [self_mem_nhdsWithin] with h hh
    exact (order_parameter h d hd _ (hψ h d hh hd)).symm

/-- If field and tunnelling are scaled together along a unit direction `(c, s)` with `s > 0`,
every ground state has order parameter `c` at every scale `t > 0`. -/
theorem order_parameter_on_ray (c s t : ℝ) (hs : 0 < s) (hcs : c ^ 2 + s ^ 2 = 1)
    (ht : 0 < t) (ψ : Fin 2 → ℂ)
    (hψ : IsGroundState (hamiltonian (t * c) (t * s)) ψ) : expect sz ψ = c := by
  rw [order_parameter _ _ (mul_pos ht hs) ψ hψ,
    show (t * c) ^ 2 + (t * s) ^ 2 = t ^ 2 by linear_combination t ^ 2 * hcs,
    Real.sqrt_sq ht.le, mul_div_cancel_left₀ c ht.ne']

end

end TwoLevelSymmetryBreaking
```

```lean
#print axioms TwoLevelSymmetryBreaking.no_symmetry_breaking
#print axioms TwoLevelSymmetryBreaking.limits_do_not_commute
#print axioms TwoLevelSymmetryBreaking.order_parameter_on_ray
```

```
'TwoLevelSymmetryBreaking.no_symmetry_breaking' depends on axioms: [propext, Classical.choice, Quot.sound]
'TwoLevelSymmetryBreaking.limits_do_not_commute' depends on axioms: [propext, Classical.choice, Quot.sound]
'TwoLevelSymmetryBreaking.order_parameter_on_ray' depends on axioms: [propext, Classical.choice, Quot.sound]
```

## From the energy bound to the two limits

`energy_eq` expands the matrix product into $-hz-dx$. `bloch_disc` writes $z$ and $x$ in real and imaginary parts and uses the perfect-square identity for $1-z^2-x^2$. `energy_lower_bound` adds the identity with $(hx-dz)^2$, and `Real.abs_le_sqrt` turns the bound on the square into a bound on $hz+dx$.

In `groundState_spec`, the positivity of $E+h$ is proved first, so that $N>0$. The two amplitudes are then named `a` and `b`, and normalisation and energy are checked after multiplication by $N^2$. The `linear_combination` calls carry out this algebra.

`order_parameter` compares an arbitrary ground state with the explicit one, which yields $hz+dx\ge E$. The `nlinarith` step then derives $(Ez-h)^2\le0$ from the sum of squares above.

`limits_do_not_commute` supplies the constant functions 1 and 0 as the inner limits. Each follows from continuity of $h/\sqrt{h^2+d^2}$ in the inner variable at zero, where the outer variable keeps the denominator positive. The step `refine t.congr' ?_` transfers the limit from the formula to the actual expectations, since the two agree at all positive values of the inner variable.
